# If the transfer tensors of orders two to m+1 vanish, the next is the deviation of the dynamical map from a power of the one-step map, for evolution from the identity

In the transfer tensor description of an evolution in discrete time steps, each dynamical map $E_{n+1}$ is the sum of the products $T_{j+1}E_k$ with $j+k=n$. The theorem `first_memory` says that if $E_0=1$ and the tensors $T_2,\dots,T_{m+1}$ vanish, then $T_{m+2}=E_{m+2}-E_1^{m+2}$. The maps and tensors are elements of an arbitrary ring, which need not be commutative, and neither positivity nor trace preservation is assumed. The proof splits $E_{m+2}$ into $E_1E_{m+1}$ and a memory sum, shows that only $T_{m+2}$ survives in that sum, and replaces $E_{m+1}$ by $E_1^{m+1}$ using the earlier theorem `powers_of_no_memory`.

An attempt in Lean 4 with a fault in it:

```lean
import Mathlib

open Finset

namespace FirstMemory

variable {R : Type*} [Ring R]

/-- The transfer tensor relation: each dynamical map `E (n+1)` is the sum of all products
`T (j+1) * E m` with `j + m = n`. -/
def TransferRelation (E T : ℕ → R) : Prop :=
  ∀ n, E (n + 1) = ∑ p ∈ antidiagonal n, T (p.1 + 1) * E p.2

/-- If the evolution starts from the identity, the first transfer tensor is the dynamical map
of one time step. -/
theorem first_tensor {E T : ℕ → R} (h0 : E 0 = 1) (h : TransferRelation E T) :
    T 1 = E 1 := by
  have h1 := h 0
  simpa [h0] using h1.symm

/-- For an evolution that starts from the identity, each later map is one further application
of the one-step map plus a memory term built from the tensors of order two and higher. -/
theorem memory_split {E T : ℕ → R} (h0 : E 0 = 1) (h : TransferRelation E T) (n : ℕ) :
    E (n + 2) = E 1 * E (n + 1) + ∑ p ∈ antidiagonal n, T (p.1 + 2) * E p.2 := by
  have h1 := h (n + 1)
  rw [Finset.Nat.sum_antidiagonal_succ] at h1
  rw [← first_tensor h0 h]
  exact h1

/-- For an evolution that starts from the identity, if the transfer tensors of orders two to `N`
vanish, then the dynamical maps up to time `N` are powers of the one-step map. -/
theorem powers_of_no_memory {E T : ℕ → R} (h0 : E 0 = 1) (h : TransferRelation E T) (N : ℕ)
    (hT : ∀ k, 2 ≤ k → k ≤ N → T k = 0) : ∀ n, n ≤ N → E n = E 1 ^ n := by
  intro n
  induction n with
  | zero => intro _; rw [h0, pow_zero]
  | succ n ih =>
    intro hn
    rcases n with _ | n
    · simp
    · -- every term of the memory sum contains a vanishing tensor
      have hsum : ∑ p ∈ antidiagonal n, T (p.1 + 2) * E p.2 = 0 := by
        apply Finset.sum_eq_zero
        intro p hp
        have hp' : p.1 + p.2 = n := HasAntidiagonal.mem_antidiagonal.mp hp
        rw [hT (p.1 + 2) (by omega) (by omega), zero_mul]
      have hs := memory_split h0 h n
      rw [hsum, add_zero, ih (by omega), ← pow_succ'] at hs
      exact hs

/-- For an evolution that starts from the identity, if the tensors of orders two to `m+1` vanish,
the next tensor is the deviation of the dynamical map from the power of the one-step map. -/
theorem first_memory {E T : ℕ → R} (h0 : E 0 = 1) (h : TransferRelation E T) (m : ℕ)
    (hT : ∀ k, 2 ≤ k → k ≤ m + 1 → T k = 0) :
    T (m + 2) = E (m + 2) - E 1 ^ (m + 2) := by
  -- only the term with the longest memory survives
  have hsum : ∑ p ∈ antidiagonal m, T (p.1 + 2) * E p.2 = T (m + 2) := by
    rw [Finset.sum_eq_single (m, 0)]
    · simp [h0]
    · rintro ⟨a, b⟩ hp hne
      have hab : a + b = m := Finset.mem_antidiagonal.mp hp
      have hb : b ≠ 0 := fun hb => hne (Prod.ext (show a = m by omega) hb)
      show T (a + 2) * E b = 0
      rw [hT (a + 2) (by omega) (by omega), zero_mul]
    · intro hn
      exact absurd (by simp) hn
  have hs := memory_split h0 h m
  rw [hsum, powers_of_no_memory h0 h (m + 1) hT (m + 1) le_rfl, ← pow_succ'] at hs
  exact eq_sub_of_add_eq' hs.symm

end FirstMemory
```

The compiler's answer:

```
Main.lean:61:30: error: Type mismatch
  Finset.mem_antidiagonal.mp ?m.132
has type
  ?m.129.1 ∈ ?m.124 ∧ ?m.129.2 ∈ ?m.125 ∧ ?m.129.1 + ?m.129.2 = ?m.128
but is expected to have type
  a + b = m
Main.lean:61:57: error: Application type mismatch: The argument
  hp
has type
  (a, b) ∈ HasAntidiagonal.antidiagonal m
but is expected to have type
  ?m.129 ∈ Finset.antidiagonal ?m.126 ?m.127 ?m.128
in the application
  Finset.mem_antidiagonal.mp hp
```

After these edits no error is left:

```diff
@@ -59,5 +59,5 @@
     · simp [h0]
     · rintro ⟨a, b⟩ hp hne
-      have hab : a + b = m := Finset.mem_antidiagonal.mp hp
+      have hab : a + b = m := HasAntidiagonal.mem_antidiagonal.mp hp
       have hb : b ≠ 0 := fun hb => hne (Prod.ext (show a = m by omega) hb)
       show T (a + 2) * E b = 0
```

Diagnosis. Both errors come from one lemma name. The step needs `a + b = m` from `hp`, which says that the pair `(a, b)` lies in `HasAntidiagonal.antidiagonal m`. But `Finset.mem_antidiagonal` is about a different object, `Finset.antidiagonal`, which takes three explicit arguments.

The first message says that the lemma's conclusion has the wrong form. It is a conjunction of two memberships and an equation for the sum, where the equation alone is expected. The second says that `hp` is not the hypothesis the lemma takes, since it concerns the other antidiagonal.

The repair names `HasAntidiagonal.mem_antidiagonal` instead. This lemma is about the antidiagonal that occurs in `hp`, and its forward direction gives exactly `a + b = m`. The file already uses it in the same way in `powers_of_no_memory`. Nothing else in the proof changes.
